# A slowly decaying exchange source imposes its decay rate on a radial orbital

If the tail of an inner Hartree–Fock orbital is estimated from its own orbital energy $\varepsilon<0$ alone, it can come out far too small. In atomic units the estimate is $\exp(-kr)$ with $k=\sqrt{-2\varepsilon}$. But the exchange term brings outer orbitals into the equation, and these decay more slowly.

Here the exchange term is modelled as a given source $c\,e^{-mr}$ with $k>m>0$, and the radial orbital $P$ obeys

$$P''=k^2P+c\,e^{-mr},\qquad P(r)\to0\quad(r\to\infty).$$

Then $e^{mr}P(r)\to-c/(k^2-m^2)$. For $c\neq0$ the orbital follows the source, and the estimate $e^{-kr}$ is wrong by a factor that grows without bound. This bears on the choice of basis exponents and cutoff radii for orbital tails, in so far as a single prescribed exponential represents the exchange term.

This equation is a simplified model of the radial equation in a real atom, and the theorems below are about the model only. The full equation also has Coulomb and centrifugal terms, and its exchange term carries powers of $r$ and depends on $P$ itself.

```lean
import Mathlib

open Filter Topology
open Real (exp)

namespace HartreeFockExchangeTail
```

In what follows `exp` is the real exponential. Limits are written with `Tendsto`: the expression `Tendsto P atTop (𝓝 0)` says that $P(r)\to0$ as $r\to\infty$.

## The radial equation and four facts about exponentials

```lean
/-- The radial equation `P'' = k² P + s` at distances `r > R`, with exchange source `s`;
`Q` is the slope `P'` of the radial orbital `P`. -/
def SolvesTail (k : ℝ) (s : ℝ → ℝ) (R : ℝ) (P Q : ℝ → ℝ) : Prop :=
  ∀ r, R < r → HasDerivAt P (Q r) r ∧ HasDerivAt Q (k ^ 2 * P r + s r) r
```

`SolvesTail k s R P Q` says that at every $r>R$ the derivative of $P$ is $Q$ and the derivative of $Q$ is $k^2P+s$. `HasDerivAt` states both that the derivative exists and what its value is. The equation is required only beyond $R$, which may be any real number, so a solution on the whole line is included.

Some letters differ from common use: `R` is a radius and not the radial function $P/r$, `Q` is a slope and not a small Dirac component, and `m` is a decay constant.

```lean
private theorem deriv_decay (a r : ℝ) :
    HasDerivAt (fun x : ℝ => exp (-(a * x))) (-a * exp (-(a * r))) r := by
  have h : HasDerivAt (fun x : ℝ => -(a * x)) (-a) r :=
    (((hasDerivAt_id' r).const_mul a).fun_neg).congr_deriv (by ring)
  exact h.exp.congr_deriv (by ring)
```

The derivative of $e^{-ar}$ is $-a\,e^{-ar}$.

```lean
private theorem decay_lim {a : ℝ} (ha : 0 < a) :
    Tendsto (fun r : ℝ => exp (-(a * r))) atTop (𝓝 0) :=
  Real.tendsto_exp_neg_atTop_nhds_zero.comp (tendsto_id.const_mul_atTop ha)
```

For $a>0$, $e^{-ar}\to0$ as $r\to\infty$.

```lean
private theorem exp_mul_decay (a b r : ℝ) :
    exp (a * r) * exp (-(b * r)) = exp (-((b - a) * r)) := by
  rw [← Real.exp_add, show a * r + -(b * r) = -((b - a) * r) by ring]
```

Exponents add: $e^{ar}e^{-br}=e^{-(b-a)r}$.

```lean
private theorem exp_mul_self (a r : ℝ) : exp (a * r) * exp (-(a * r)) = 1 := by
  rw [← Real.exp_add, add_neg_cancel, Real.exp_zero]
```

For equal rates the product is 1.

## Orbitals without a source

```lean
/-- The difference of two solutions with the same source solves the equation without source. -/
theorem SolvesTail.sub {k R : ℝ} {s P Q F G : ℝ → ℝ} (h : SolvesTail k s R P Q)
    (h' : SolvesTail k s R F G) :
    SolvesTail k (fun _ => 0) R (fun r => P r - F r) (fun r => Q r - G r) := by
  intro r hr
  refine ⟨(h r hr).1.fun_sub (h' r hr).1,
    ((h r hr).2.fun_sub (h' r hr).2).congr_deriv ?_⟩
  show _ = k ^ 2 * (P r - F r) + 0
  ring
```

If $P$ and $F$ solve the equation with the same source, subtraction gives $(P-F)''=k^2(P-F)$. The zero source is written `fun _ => 0`.

```lean
/-- Without a source, `(P' + κ P) exp(-κ r)` is constant for `r > R` whenever `κ² = k²`. -/
theorem first_integral {k κ R : ℝ} {P Q : ℝ → ℝ} (h : SolvesTail k (fun _ => 0) R P Q)
    (hκ : κ ^ 2 = k ^ 2) :
    ∃ a, ∀ r, R < r → (Q r + κ * P r) * exp (-(κ * r)) = a := by
  have hd : ∀ r, R < r →
      HasDerivAt (fun x => (Q x + κ * P x) * exp (-(κ * x))) 0 r := by
    intro r hr
    have hQ : HasDerivAt Q (k ^ 2 * P r) r := (h r hr).2.congr_deriv (by simp)
    refine ((hQ.fun_add ((h r hr).1.const_mul κ)).fun_mul (deriv_decay κ r)).congr_deriv ?_
    linear_combination (-(P r) * exp (-(κ * r))) * hκ
  have hdiff : DifferentiableOn ℝ (fun x => (Q x + κ * P x) * exp (-(κ * x))) (Set.Ioi R) :=
    fun x hx => (hd x hx).differentiableAt.differentiableWithinAt
  refine ⟨(Q (R + 1) + κ * P (R + 1)) * exp (-(κ * (R + 1))), fun r hr => ?_⟩
  have h1 : R + 1 ∈ Set.Ioi R := lt_add_one R
  have hr' : r ∈ Set.Ioi R := hr
  have key := isOpen_Ioi.is_const_of_deriv_eq_zero isPreconnected_Ioi hdiff
    (fun x hx => (hd x hx).deriv) hr' h1
  exact key
```

Let $\kappa^2=k^2$ and $P''=k^2P$. Then

$$\frac{d}{dr}\left[(P'+\kappa P)e^{-\kappa r}\right]=(P''+\kappa P'-\kappa P'-\kappa^2P)e^{-\kappa r}=(k^2-\kappa^2)Pe^{-\kappa r}=0.$$

A function with zero derivative on the interval $(R,\infty)$ is constant there; Lean names the constant by its value at $R+1$. The tactic `linear_combination` checks that an equation follows from known ones, multiplied by the stated factors and added.

```lean
/-- Without a source and with `k > 0`, an orbital that vanishes at infinity is a multiple of
`exp(-k r)` for `r > R`. -/
theorem free_tail {k R : ℝ} {P Q : ℝ → ℝ} (hk : 0 < k)
    (h : SolvesTail k (fun _ => 0) R P Q) (hP : Tendsto P atTop (𝓝 0)) :
    ∃ A, ∀ r, R < r → P r = A * exp (-(k * r)) := by
  obtain ⟨a, ha⟩ := first_integral h (κ := k) rfl
  obtain ⟨b, hb⟩ := first_integral h (κ := -k) (by ring)
  have hsol : ∀ r, R < r → 2 * k * P r = a * exp (k * r) - b * exp (-(k * r)) := by
    intro r hr
    have h2 := hb r hr
    rw [show -(-k * r) = k * r by ring] at h2
    linear_combination exp (k * r) * ha r hr - exp (-(k * r)) * h2
      - 2 * k * P r * exp_mul_self k r
  -- decay at infinity excludes the growing exponential
  have ht : Tendsto (fun r => (2 * k * P r + b * exp (-(k * r))) * exp (-(k * r)))
      atTop (𝓝 0) := by
    simpa only [mul_zero, add_zero] using
      ((hP.const_mul (2 * k)).add ((decay_lim hk).const_mul b)).mul (decay_lim hk)
  have hta : Tendsto (fun _ : ℝ => a) atTop (𝓝 0) := by
    refine ht.congr' ?_
    filter_upwards [eventually_gt_atTop R] with r hr
    linear_combination exp (-(k * r)) * hsol r hr + a * exp_mul_self k r
  have ha0 : a = 0 := tendsto_nhds_unique tendsto_const_nhds hta
  have h2k : 2 * k ≠ 0 := by positivity
  have hc : 2 * k * (-b / (2 * k)) = -b := mul_div_cancel₀ _ h2k
  refine ⟨-b / (2 * k), fun r hr => mul_left_cancel₀ h2k ?_⟩
  linear_combination hsol r hr + exp (k * r) * ha0 - exp (-(k * r)) * hc
```

The previous theorem with $\kappa=k$ and $\kappa=-k$ gives constants $a$ and $b$:

$$P'+kP=a\,e^{kr},\qquad P'-kP=b\,e^{-kr}.$$

Subtraction gives $2kP=a\,e^{kr}-b\,e^{-kr}$, which is `hsol`. Multiplied by $e^{-kr}$ and rearranged, this reads

$$a=(2kP+b\,e^{-kr})e^{-kr}.$$

The right side tends to zero, so the constant $a$ is zero. Hence $P=A\,e^{-kr}$ with $A=-b/(2k)$. The line with `filter_upwards` records that only $r>R$ matters for the limit.

## Orbitals driven by an exponential

```lean
/-- For `k² ≠ m²` and any amplitude `A`, the orbital
`A exp(-k r) - c/(k² - m²) exp(-m r)` solves the equation with source `c exp(-m r)`. -/
theorem driven_solution (k m c A R : ℝ) (hkm : k ^ 2 ≠ m ^ 2) :
    SolvesTail k (fun r => c * exp (-(m * r))) R
      (fun r => A * exp (-(k * r)) - c / (k ^ 2 - m ^ 2) * exp (-(m * r)))
      (fun r => -k * A * exp (-(k * r)) + m * (c / (k ^ 2 - m ^ 2)) * exp (-(m * r))) := by
  intro r _
  have hq : c / (k ^ 2 - m ^ 2) * (k ^ 2 - m ^ 2) = c :=
    div_mul_cancel₀ _ (sub_ne_zero.2 hkm)
  generalize c / (k ^ 2 - m ^ 2) = q at hq ⊢
  refine ⟨(((deriv_decay k r).const_mul A).fun_sub
    ((deriv_decay m r).const_mul q)).congr_deriv (by ring),
    (((deriv_decay k r).const_mul (-k * A)).fun_add
    ((deriv_decay m r).const_mul (m * q))).congr_deriv ?_⟩
  show _ = k ^ 2 * (A * exp (-(k * r)) - q * exp (-(m * r))) + c * exp (-(m * r))
  linear_combination exp (-(m * r)) * hq
```

Write $q=c/(k^2-m^2)$, as the proof does. For $P=A\,e^{-kr}-q\,e^{-mr}$, two derivatives give

$$P''=k^2A\,e^{-kr}-m^2q\,e^{-mr}=k^2P+(k^2-m^2)q\,e^{-mr}=k^2P+c\,e^{-mr}.$$

For positive $k$ and $m$ these orbitals vanish at infinity, so they are examples to which the next theorem applies.

```lean
/-- For positive `k ≠ m`, every orbital that vanishes at infinity and is driven by
`c exp(-m r)` equals `A exp(-k r) - c/(k² - m²) exp(-m r)` for `r > R`, for some `A`. -/
theorem driven_tail {k m c R : ℝ} {P Q : ℝ → ℝ} (hk : 0 < k) (hm : 0 < m) (hkm : k ≠ m)
    (h : SolvesTail k (fun r => c * exp (-(m * r))) R P Q) (hP : Tendsto P atTop (𝓝 0)) :
    ∃ A, ∀ r, R < r →
      P r = A * exp (-(k * r)) - c / (k ^ 2 - m ^ 2) * exp (-(m * r)) := by
  have hne : k ^ 2 ≠ m ^ 2 := by
    intro he
    have h0 : (k - m) * (k + m) = 0 := by linear_combination he
    rcases mul_eq_zero.1 h0 with h1 | h1
    · exact hkm (by linarith)
    · linarith
  -- subtract the particular solution and use the source-free result
  obtain ⟨A, hA⟩ := free_tail hk (h.sub (driven_solution k m c 0 R hne)) (by
    simpa only [mul_zero, sub_zero] using hP.sub (((decay_lim hk).const_mul 0).sub
      ((decay_lim hm).const_mul (c / (k ^ 2 - m ^ 2)))))
  refine ⟨A, fun r hr => ?_⟩
  have e : P r - (0 * exp (-(k * r)) - c / (k ^ 2 - m ^ 2) * exp (-(m * r)))
      = A * exp (-(k * r)) := hA r hr
  linear_combination e
```

There are no others. Since $k$ and $m$ are positive and different, $k^2\neq m^2$. Subtract the solution with $A=0$ from $P$: the difference has no source and vanishes at infinity, so it is $A\,e^{-kr}$ for some $A$. Therefore, for $r>R$,

$$P(r)=A\,e^{-kr}-\frac{c}{k^2-m^2}e^{-mr}.$$

```lean
/-- If `k > m > 0` and an orbital driven by `c exp(-m r)` vanishes at infinity, then `exp(m r) P(r)`
tends to `-c/(k² - m²)`. -/
theorem exchange_tail {k m c R : ℝ} {P Q : ℝ → ℝ} (hm : 0 < m) (hmk : m < k)
    (h : SolvesTail k (fun r => c * exp (-(m * r))) R P Q) (hP : Tendsto P atTop (𝓝 0)) :
    Tendsto (fun r => exp (m * r) * P r) atTop (𝓝 (-c / (k ^ 2 - m ^ 2))) := by
  obtain ⟨A, hA⟩ := driven_tail (hm.trans hmk) hm hmk.ne' h hP
  have ht := ((decay_lim (sub_pos.2 hmk)).const_mul A).sub_const (c / (k ^ 2 - m ^ 2))
  rw [show A * 0 - c / (k ^ 2 - m ^ 2) = -c / (k ^ 2 - m ^ 2) by ring] at ht
  refine ht.congr' ?_
  filter_upwards [eventually_gt_atTop R] with r hr
  rw [hA r hr]
  linear_combination (-A) * exp_mul_decay m k r
    + c / (k ^ 2 - m ^ 2) * exp_mul_self m r
```

This is the main limit. For $k>m>0$, multiply the previous formula by $e^{mr}$:

$$e^{mr}P(r)=A\,e^{-(k-m)r}-\frac{c}{k^2-m^2}\longrightarrow-\frac{c}{k^2-m^2}.$$

The amplitude $A$ drops out of the limit. If $c=0$ the limit is zero, and the orbital decays faster than $e^{-mr}$.

The limit fails if nothing is assumed about $P$ at infinity. Take $c=0$ and $P=e^{kr}$: the equation holds, but $e^{mr}P=e^{(k+m)r}$ diverges instead of tending to zero. The example shows that some condition must exclude the growing exponential, not that this condition has to be decay to zero.

```lean
/-- If `k > m > 0`, `c ≠ 0` and an orbital driven by `c exp(-m r)` vanishes at infinity, it decays
more slowly than `exp(-q r)` for every `q > m`: the product `exp(q r) |P(r)|` diverges. -/
theorem slower_than_exp {k m c q R : ℝ} {P Q : ℝ → ℝ} (hm : 0 < m) (hmk : m < k)
    (hc : c ≠ 0) (hq : m < q) (h : SolvesTail k (fun r => c * exp (-(m * r))) R P Q)
    (hP : Tendsto P atTop (𝓝 0)) :
    Tendsto (fun r => exp (q * r) * |P r|) atTop atTop := by
  have hne : k ^ 2 - m ^ 2 ≠ 0 := by nlinarith
  have hg : Tendsto (fun r : ℝ => exp ((q - m) * r)) atTop atTop :=
    Real.tendsto_exp_atTop.comp (tendsto_id.const_mul_atTop (sub_pos.2 hq))
  refine (hg.atTop_mul_pos (abs_pos.2 (div_ne_zero (neg_ne_zero.2 hc) hne))
    (exchange_tail hm hmk h hP).abs).congr (fun r => ?_)
  show exp ((q - m) * r) * |exp (m * r) * P r| = exp (q * r) * |P r|
  rw [abs_mul, abs_of_pos (Real.exp_pos _), ← mul_assoc, ← Real.exp_add,
    show (q - m) * r + m * r = q * r by ring]
```

Here $q$ is a decay rate with $q>m$, and $c\neq0$. In

$$e^{qr}|P|=e^{(q-m)r}\,\left|e^{mr}P\right|$$

the first factor diverges and the second tends to $|c|/(k^2-m^2)>0$, so the product diverges. The choice $q=k$ gives the failure of the estimate from the orbital energy.

## Faster and equally fast sources

```lean
/-- If `m > k > 0` and an orbital driven by `c exp(-m r)` vanishes at infinity, then `exp(k r) P(r)`
has a finite limit. -/
theorem short_range_source {k m c R : ℝ} {P Q : ℝ → ℝ} (hk : 0 < k) (hkm : k < m)
    (h : SolvesTail k (fun r => c * exp (-(m * r))) R P Q) (hP : Tendsto P atTop (𝓝 0)) :
    ∃ A, Tendsto (fun r => exp (k * r) * P r) atTop (𝓝 A) := by
  obtain ⟨A, hA⟩ := driven_tail hk (hk.trans hkm) hkm.ne h hP
  refine ⟨_, (((decay_lim (sub_pos.2 hkm)).const_mul
    (c / (k ^ 2 - m ^ 2))).const_sub A).congr' ?_⟩
  filter_upwards [eventually_gt_atTop R] with r hr
  rw [hA r hr]
  linear_combination (-A) * exp_mul_self k r
    + c / (k ^ 2 - m ^ 2) * exp_mul_decay k m r
```

For $m>k>0$ the same formula gives

$$e^{kr}P(r)=A-\frac{c}{k^2-m^2}e^{-(m-k)r}\longrightarrow A.$$

The source does not slow the decay below the rate $k$. The limit $A$ may be zero, and then the orbital decays faster than $e^{-kr}$.

```lean
/-- In the resonant case, where the source is `c exp(-k r)` with `k > 0`, an orbital that vanishes
at infinity satisfies: `exp(k r) P(r) / r` tends to `-c/(2k)`. -/
theorem resonant_tail {k c R : ℝ} {P Q : ℝ → ℝ} (hk : 0 < k)
    (h : SolvesTail k (fun r => c * exp (-(k * r))) R P Q) (hP : Tendsto P atTop (𝓝 0)) :
    Tendsto (fun r => exp (k * r) * P r / r) atTop (𝓝 (-(c / (2 * k)))) := by
  have hq : c / (2 * k) * (2 * k) = c := div_mul_cancel₀ _ (by positivity)
  generalize c / (2 * k) = q at hq ⊢
  -- the particular solution is `-q r exp(-k r)`
  have hF : SolvesTail k (fun r => c * exp (-(k * r))) R
      (fun r => -q * (r * exp (-(k * r))))
      (fun r => -q * (exp (-(k * r)) - k * (r * exp (-(k * r))))) := by
    intro r _
    have h1 := (hasDerivAt_id' r).fun_mul (deriv_decay k r)
    refine ⟨(h1.const_mul (-q)).congr_deriv (by ring),
      (((deriv_decay k r).fun_sub (h1.const_mul k)).const_mul (-q)).congr_deriv ?_⟩
    show _ = k ^ 2 * (-q * (r * exp (-(k * r)))) + c * exp (-(k * r))
    linear_combination exp (-(k * r)) * hq
  have hl : Tendsto (fun r : ℝ => (k * r) ^ 1 * exp (-(k * r))) atTop (𝓝 0) :=
    (Real.tendsto_pow_mul_exp_neg_atTop_nhds_zero 1).comp (tendsto_id.const_mul_atTop hk)
  have hl' : Tendsto (fun r : ℝ => r * exp (-(k * r))) atTop (𝓝 0) := by
    have h2 := hl.const_mul k⁻¹
    rw [mul_zero] at h2
    refine h2.congr (fun r => ?_)
    have hkk : k⁻¹ * k = 1 := inv_mul_cancel₀ hk.ne'
    linear_combination (r * exp (-(k * r))) * hkk
  obtain ⟨A, hA⟩ := free_tail hk (h.sub hF) (by
    simpa only [mul_zero, sub_zero] using hP.sub (hl'.const_mul (-q)))
  have hr0 : Tendsto (fun r : ℝ => A / r) atTop (𝓝 0) :=
    tendsto_const_nhds.div_atTop tendsto_id
  have ht := hr0.sub_const q
  rw [zero_sub] at ht
  refine ht.congr' ?_
  filter_upwards [eventually_gt_atTop R, eventually_gt_atTop 0] with r hr hpos
  have e : P r - -q * (r * exp (-(k * r))) = A * exp (-(k * r)) := hA r hr
  have e2 : exp (k * r) * P r = A - q * r := by
    linear_combination exp (k * r) * e + (A - q * r) * exp_mul_self k r
  rw [e2, sub_div, mul_div_cancel_right₀ _ hpos.ne']

end HartreeFockExchangeTail
```

For $m=k$ the earlier coefficient has no meaning, and the particular solution is $F=-q\,r\,e^{-kr}$, now with $q=c/(2k)$. Indeed

$$F''=k^2F+2kq\,e^{-kr}=k^2F+c\,e^{-kr}.$$

Since $r\,e^{-kr}\to0$, the difference $P-F$ vanishes at infinity and is again $A\,e^{-kr}$. For $r>R$ and $r>0$,

$$\frac{e^{kr}P(r)}{r}=\frac{A}{r}-q\longrightarrow-\frac{c}{2k}.$$

For $c\neq0$ the orbital thus carries an extra factor $r$ compared with $e^{-kr}$.

```lean
#print axioms HartreeFockExchangeTail.slower_than_exp
#print axioms HartreeFockExchangeTail.short_range_source
#print axioms HartreeFockExchangeTail.resonant_tail
```

```
'HartreeFockExchangeTail.slower_than_exp' depends on axioms: [propext, Classical.choice, Quot.sound]
'HartreeFockExchangeTail.short_range_source' depends on axioms: [propext, Classical.choice, Quot.sound]
'HartreeFockExchangeTail.resonant_tail' depends on axioms: [propext, Classical.choice, Quot.sound]
```
